# For a positive definite dielectric tensor, the non-analytic dipole–dipole term obeys the acoustic sum rule at every nonzero q exactly when the Born charges sum to zero

**Q:** Before I add the non-analytic dipole–dipole term to the force constants of a polar crystal, I subtract the mean Born charge tensor from every atom, because the computed charges do not quite sum to zero. What does that step secure?

**A:** It secures the acoustic sum rule for that term at every nonzero wave vector $q$, provided the electronic (clamped-ion) dielectric tensor $\varepsilon$ is positive definite. Take a finite set of atoms $k$ with real $d\times d$ charge tensors $Z_k$, and write $S=\sum_k Z_k$. In the file, `κ` labels atoms and `ι` labels Cartesian components.

```lean
import Mathlib

open Matrix

namespace BornChargeSumRule

noncomputable section

variable {κ ι : Type*} [Fintype κ] [Fintype ι]

/-- The total Born charge tensor, summed over the atoms of the cell. -/
def totalCharge (Z : κ → Matrix ι ι ℝ) : Matrix ι ι ℝ := ∑ k, Z k
```

**Q:** Which term do you mean, and with which index convention?

**A:** It is

$$C_{ka,lb}(q)=\frac{(q^TZ_k)_a\,(q^TZ_l)_b}{q^T\varepsilon q},\qquad (q^TZ_k)_a=\sum_i q_i (Z_k)_{ia}.$$

The first index of $Z_k$ therefore belongs to the field and the second to the displacement. Lean writes $q^TZ_k$ as `q ᵥ* Z k`.

```lean
/-- The dipole-dipole term `(qᵀ Z_k)_a (qᵀ Z_l)_b / (qᵀ ε q)` of the force constants, without its
positive constant prefactor, meant for wave vectors with `qᵀ ε q ≠ 0`. -/
def dipoleTerm (Z : κ → Matrix ι ι ℝ) (eps : Matrix ι ι ℝ) (q : ι → ℝ)
    (k : κ) (a : ι) (l : κ) (b : ι) : ℝ :=
  (q ᵥ* Z k) a * (q ᵥ* Z l) b / (q ⬝ᵥ eps *ᵥ q)
```

**Q:** That is not the whole dynamical matrix.

**A:** No. The positive prefactor containing the cell volume is dropped, which does not affect whether a sum vanishes. Mass weighting, phase factors, the sum over reciprocal lattice vectors and the short-range force constants are all absent. The acoustic sum rule for the full force constants is a condition at $q\to0$. The term here does not change when $q$ is rescaled, so its value at a nonzero $q$ is also its limit as $q\to0$ along that direction. `SumRuleAt` concerns this term alone: at a given $q$, $\sum_l C_{ka,lb}(q)=0$ for all $k,a,b$.

```lean
/-- The acoustic sum rule at wave vector `q`: the dipole-dipole term summed over the
second atom vanishes, for each first atom and each pair of Cartesian components. -/
def SumRuleAt (Z : κ → Matrix ι ι ℝ) (eps : Matrix ι ι ℝ) (q : ι → ℝ) : Prop :=
  ∀ k a b, ∑ l, dipoleTerm Z eps q k a l b = 0
```

**Q:** How does the total charge enter?

**A:** By linearity, $\sum_l (q^TZ_l)_b=(q^TS)_b$. The other factors do not depend on $l$, so

$$\sum_l C_{ka,lb}(q)=\frac{(q^TZ_k)_a\,(q^TS)_b}{q^T\varepsilon q}.$$

The first lemma exchanges the sums over atoms and components. The second pulls the constant factors out.

```lean
/-- The charge vectors `qᵀ Z_k` of the atoms add up to `qᵀ` times the total charge tensor. -/
theorem sum_vecMul_charge (Z : κ → Matrix ι ι ℝ) (q : ι → ℝ) (a : ι) :
    ∑ k, (q ᵥ* Z k) a = (q ᵥ* totalCharge Z) a := by
  simp only [Matrix.vecMul, dotProduct, totalCharge, Matrix.sum_apply, Finset.mul_sum]
  exact Finset.sum_comm

/-- Summing the dipole-dipole term over the second atom replaces that atom's charge tensor
by the total one. -/
theorem sum_dipoleTerm (Z : κ → Matrix ι ι ℝ) (eps : Matrix ι ι ℝ) (q : ι → ℝ)
    (k : κ) (a b : ι) :
    ∑ l, dipoleTerm Z eps q k a l b
      = (q ᵥ* Z k) a * (q ᵥ* totalCharge Z) b / (q ⬝ᵥ eps *ᵥ q) := by
  rw [← sum_vecMul_charge, Finset.mul_sum, Finset.sum_div]
  rfl
```

**Q:** Does a violation mean anything physically?

**A:** Displace all atoms by the same vector $t$. The quadratic form factorises:

$$\sum_{k,a,l,b}t_a C_{ka,lb}(q)\,t_b=\frac{\big(\sum_{k,a}(q^TZ_k)_a t_a\big)^2}{q^T\varepsilon q}=\frac{(q^TSt)^2}{q^T\varepsilon q}.$$

Rescaling $q$ leaves this unchanged, so in this harmonic model a nonzero $q^TSt$ gives a rigid translation a spurious restoring force that survives as $q\to0$. The proof expands the square one index at a time, and `ring` matches the summands.

```lean
/-- The quadratic form of the dipole-dipole term, evaluated on a displacement `t` common to
all atoms, is `(qᵀ (∑ Z_k) t)² / (qᵀ ε q)`. -/
theorem rigid_translation_form (Z : κ → Matrix ι ι ℝ) (eps : Matrix ι ι ℝ) (q t : ι → ℝ) :
    ∑ k, ∑ a, ∑ l, ∑ b, t a * dipoleTerm Z eps q k a l b * t b
      = ((q ᵥ* totalCharge Z) ⬝ᵥ t) ^ 2 / (q ⬝ᵥ eps *ᵥ q) := by
  have h : (q ᵥ* totalCharge Z) ⬝ᵥ t = ∑ k, ∑ a, (q ᵥ* Z k) a * t a := by
    simp only [dotProduct, ← sum_vecMul_charge, Finset.sum_mul]
    exact Finset.sum_comm
  -- expand the square into the fourfold sum, one index at a time
  rw [h, sq, Finset.sum_mul, Finset.sum_div]
  refine Finset.sum_congr rfl fun k _ => ?_
  rw [Finset.sum_mul, Finset.sum_div]
  refine Finset.sum_congr rfl fun a _ => ?_
  rw [Finset.mul_sum, Finset.sum_div]
  refine Finset.sum_congr rfl fun l _ => ?_
  rw [Finset.mul_sum, Finset.sum_div]
  refine Finset.sum_congr rfl fun b _ => ?_
  unfold dipoleTerm
  ring
```

**Q:** At fixed $q\neq0$, the rule gives $(q^TZ_k)_a(q^TS)_b=0$. Can I just divide by the first factor?

**A:** That is the mistake to avoid: $q^TZ_k$ may vanish for the atom you picked. Set $a=b$ and sum over $k$ instead:

$$0=\sum_k (q^TZ_k)_b\,(q^TS)_b=\big((q^TS)_b\big)^2.$$

Hence $q^TS=0$. Conversely, $q^TS=0$ makes every sum over $l$ vanish.

Clearing the denominator needs $q^T\varepsilon q\neq0$. The proof gets this from $q^T\varepsilon q>0$, which is `hD` and follows from `eps.PosDef`. This hypothesis, which includes symmetry of $\varepsilon$, is assumed and not derived. It stands for an insulator in which, with the ions clamped, the energy density of a macroscopic field $E$, proportional to $E^T\varepsilon E$, is positive whenever $E\neq0$. In the proof, `hk` is the product for each atom and `hs` is the square.

```lean
/-- For a positive definite dielectric tensor and one nonzero wave vector `q`, the dipole-dipole
term obeys the acoustic sum rule exactly when `qᵀ` times the total charge tensor vanishes. -/
theorem sumRuleAt_iff (Z : κ → Matrix ι ι ℝ) {eps : Matrix ι ι ℝ} (heps : eps.PosDef)
    {q : ι → ℝ} (hq : q ≠ 0) :
    SumRuleAt Z eps q ↔ q ᵥ* totalCharge Z = 0 := by
  have hD : 0 < q ⬝ᵥ eps *ᵥ q := by
    simpa using heps.dotProduct_mulVec_pos hq
  constructor
  · intro h
    funext b
    have hk : ∀ k, (q ᵥ* Z k) b * (q ᵥ* totalCharge Z) b = 0 := by
      intro k
      have h1 := h k b b
      rw [sum_dipoleTerm, div_eq_zero_iff] at h1
      exact h1.resolve_right hD.ne'
    -- summing over the first atom as well produces a square
    have hs : (q ᵥ* totalCharge Z) b * (q ᵥ* totalCharge Z) b = 0 := by
      calc (q ᵥ* totalCharge Z) b * (q ᵥ* totalCharge Z) b
          = (∑ k, (q ᵥ* Z k) b) * (q ᵥ* totalCharge Z) b := by rw [sum_vecMul_charge]
        _ = ∑ k, (q ᵥ* Z k) b * (q ᵥ* totalCharge Z) b := by rw [Finset.sum_mul]
        _ = 0 := Finset.sum_eq_zero fun k _ => hk k
    exact mul_self_eq_zero.mp hs
  · intro h k a b
    rw [sum_dipoleTerm, h]
    simp
```

**Q:** How many directions must I test?

**A:** The $d$ Cartesian axes suffice. For the unit vector $e_i$, written `Pi.single i 1`, $e_i^TS$ is row $i$ of $S$. If all rows vanish, $S=0$; if $S=0$, the rule holds along each axis.

```lean
/-- For a positive definite dielectric tensor, the dipole-dipole term obeys the acoustic sum rule at
the unit wave vectors along all the Cartesian axes exactly when the Born charge tensors sum to zero.
-/
theorem sumRule_axes_iff [DecidableEq ι] (Z : κ → Matrix ι ι ℝ) {eps : Matrix ι ι ℝ}
    (heps : eps.PosDef) :
    (∀ i : ι, SumRuleAt Z eps (Pi.single i 1)) ↔ totalCharge Z = 0 := by
  have hne : ∀ i : ι, (Pi.single i 1 : ι → ℝ) ≠ 0 := by
    intro i h0
    have h1 := congrFun h0 i
    simp at h1
  constructor
  · intro h
    ext i j
    -- the axis `i` reads off row `i` of the total charge tensor
    have h1 := congrFun ((sumRuleAt_iff Z heps (hne i)).1 (h i)) j
    simpa [Matrix.vecMul, dotProduct, Pi.single_apply] using h1
  · intro h i
    exact (sumRuleAt_iff Z heps (hne i)).2 (by rw [h, Matrix.vecMul_zero])
```

**Q:** And the statement for all $q$?

**A:** If the rule holds at every nonzero $q$, it holds on the axes, so $S=0$. If $S=0$, then $q^TS=0$ for every $q$, and the fixed-$q$ equivalence gives the rule.

```lean
/-- For a positive definite dielectric tensor, the dipole-dipole term satisfies the acoustic sum
rule at every nonzero wave vector if and only if the Born charge tensors sum to zero. -/
theorem sumRule_iff_charge_neutrality (Z : κ → Matrix ι ι ℝ) {eps : Matrix ι ι ℝ}
    (heps : eps.PosDef) :
    (∀ q : ι → ℝ, q ≠ 0 → SumRuleAt Z eps q) ↔ ∑ k, Z k = 0 := by
  classical
  change _ ↔ totalCharge Z = 0
  constructor
  · intro h
    refine (sumRule_axes_iff Z heps).1 fun i => h _ ?_
    intro h0
    have h1 := congrFun h0 i
    simp at h1
  · intro h q hq
    exact (sumRuleAt_iff Z heps hq).2 (by rw [h, Matrix.vecMul_zero])
```

**Q:** So is my subtraction right?

**A:** Among corrections that subtract one common tensor $A$ from all $N\ge1$ atoms, it is the only one that works. The new total is $\sum_k(Z_k-A)=S-NA$, which vanishes exactly when $A=S/N$. `hS` computes that total, and the previous theorem does the rest. Corrections that differ from atom to atom are not considered here.

```lean
/-- For a positive definite dielectric tensor, subtracting one common tensor `A` from every Born
charge makes the dipole-dipole term obey the acoustic sum rule at all nonzero wave vectors exactly
when `A` is the mean charge tensor per atom. -/
theorem uniform_correction_iff [Nonempty κ] (Z : κ → Matrix ι ι ℝ) {eps : Matrix ι ι ℝ}
    (heps : eps.PosDef) (A : Matrix ι ι ℝ) :
    (∀ q : ι → ℝ, q ≠ 0 → SumRuleAt (fun k => Z k - A) eps q)
      ↔ A = (Fintype.card κ : ℝ)⁻¹ • ∑ k, Z k := by
  have hN : (Fintype.card κ : ℝ) ≠ 0 := Nat.cast_ne_zero.mpr Fintype.card_ne_zero
  have hS : ∑ k, (Z k - A) = ∑ k, Z k - (Fintype.card κ : ℝ) • A := by
    simp only [Finset.sum_sub_distrib, Finset.sum_const, Finset.card_univ,
      Nat.cast_smul_eq_nsmul]
  rw [sumRule_iff_charge_neutrality _ heps, hS, sub_eq_zero]
  constructor
  · intro h
    rw [h, smul_smul, inv_mul_cancel₀ hN, one_smul]
  · intro h
    rw [h, smul_smul, mul_inv_cancel₀ hN, one_smul]
```

**Q:** Could I check a single direction and stop?

**A:** Not in general. In two dimensions, take one atom with $Z=\mathrm{diag}(0,1)$, $\varepsilon=1$ and $q=(1,0)$. Then $q^TZ=0$, so the rule holds at this $q$, yet $S=Z\neq0$. The example is artificial: the exact Born charges of an insulating crystal sum to zero, so a lone atom in the cell would have $Z=0$. Lean uses the fixed-$q$ equivalence for the first part and reads off the lower-right entry of $S$ for the second.

```lean
/-- One direction is not enough: in two dimensions, a single atom with charge tensor
`diag(0, 1)` and unit dielectric tensor obeys the sum rule at `q = (1, 0)`, yet its total
charge tensor is nonzero. -/
theorem one_direction_insufficient :
    SumRuleAt (fun _ : Fin 1 => !![(0 : ℝ), 0; 0, 1]) 1 ![1, 0]
      ∧ totalCharge (fun _ : Fin 1 => !![(0 : ℝ), 0; 0, 1]) ≠ 0 := by
  constructor
  · have hq : (![1, 0] : Fin 2 → ℝ) ≠ 0 := by
      intro h
      have h1 := congrFun h 0
      simp at h1
    refine (sumRuleAt_iff _ Matrix.PosDef.one hq).2 ?_
    ext b
    fin_cases b <;> simp [totalCharge, Matrix.vecMul, dotProduct, Fin.sum_univ_two]
  · intro h
    have h1 := congrFun (congrFun h 1) 1
    simp [totalCharge] at h1

end

end BornChargeSumRule
```

```lean
#print axioms BornChargeSumRule.rigid_translation_form
#print axioms BornChargeSumRule.sumRule_iff_charge_neutrality
#print axioms BornChargeSumRule.uniform_correction_iff
#print axioms BornChargeSumRule.one_direction_insufficient
```

```
'BornChargeSumRule.rigid_translation_form' depends on axioms: [propext, Classical.choice, Quot.sound]
'BornChargeSumRule.sumRule_iff_charge_neutrality' depends on axioms: [propext, Classical.choice, Quot.sound]
'BornChargeSumRule.uniform_correction_iff' depends on axioms: [propext, Classical.choice, Quot.sound]
'BornChargeSumRule.one_direction_insufficient' depends on axioms: [propext, Classical.choice, Quot.sound]
```
